# For finitely many fermionic modes, the T2 matrix of a state is positive semidefinite and fixed by its one- and two-particle density matrices

## Operators, density matrices and index order

Let \(a_i\) annihilate a fermion in spin orbital \(i\), and let \(a_i^\dagger\) be its adjoint. They satisfy the canonical anticommutation relations (CAR)

\[
a_i a_j + a_j a_i = 0,\qquad a_i a_j^\dagger + a_j^\dagger a_i = \delta_{ij}.
\]

The Kronecker delta expresses that the orbitals are orthonormal. In a non-orthogonal basis the overlap matrix would stand in its place.

A state enters through its expectation values: a complex-linear functional \(w\) with \(w(O^\dagger O)\ge 0\) for every operator \(O\). Normalisation, \(w(1)=1\), is not needed. The density matrices are

\[
\gamma(p,q)=w(a_p^\dagger a_q),\qquad
\Gamma(pq,rs)=w(a_p^\dagger a_q^\dagger a_s a_r).
\]

There is no factor \(1/2\) in \(\Gamma\), and the two annihilators stand in the reverse of the index order \(r,s\). A code with another convention must convert before it uses the formula below.

## The T2 matrix and the bound it obeys

Write \(A_{ijk}=a_i^\dagger a_j^\dagger a_k\), so that \(A_{lmn}^\dagger=a_n^\dagger a_m a_l\). Define

\[
\begin{aligned}
T_2(ijk,lmn)={}&\delta_{kn}\Gamma(ij,lm)+(\delta_{li}\delta_{mj}-\delta_{mi}\delta_{lj})\gamma(n,k)\\
&-\delta_{li}\Gamma(nj,km)+\delta_{mi}\Gamma(nj,kl)\\
&+\delta_{lj}\Gamma(ni,km)-\delta_{mj}\Gamma(ni,kl).
\end{aligned}
\]

Then \(T_2(ijk,lmn)=w(A_{ijk}A_{lmn}^\dagger+A_{lmn}^\dagger A_{ijk})\), and for finitely many modes the matrix \(T_2\) is positive semidefinite.

## A linear matrix constraint in density-matrix optimisation

In a variational calculation of the two-particle density matrix in a finite orbital basis, \(T_2\succeq0\) can be imposed as a semidefinite constraint, because \(T_2\) is linear in \(\gamma\) and \(\Gamma\). No three-particle density matrix is needed. The condition also serves as a diagnostic: if \(T_2\) built from trial arrays has a negative eigenvalue, those arrays do not come from any fermionic state.

## Cancellation of the three-body terms

In the first product, move \(a_n^\dagger\) past \(a_k\). Then carry \(a_n^\dagger\) to the far left and \(a_k\) to the far right; each passes two operators, so the sign is unchanged:

\[
A_{ijk}A_{lmn}^\dagger=\delta_{kn}a_i^\dagger a_j^\dagger a_m a_l
-a_n^\dagger a_i^\dagger a_j^\dagger a_m a_l a_k .
\]

For the second product, first move \(a_l\) to the right:

\[
a_l a_i^\dagger a_j^\dagger=\delta_{li}a_j^\dagger-\delta_{lj}a_i^\dagger+a_i^\dagger a_j^\dagger a_l .
\]

Multiply by \(a_m\) from the left and move it to the right in each term:

\[
\begin{aligned}
a_m a_l a_i^\dagger a_j^\dagger={}&\delta_{li}\delta_{mj}-\delta_{lj}\delta_{mi}
-\delta_{li}a_j^\dagger a_m+\delta_{lj}a_i^\dagger a_m\\
&+\delta_{mi}a_j^\dagger a_l-\delta_{mj}a_i^\dagger a_l+a_i^\dagger a_j^\dagger a_m a_l .
\end{aligned}
\]

With \(a_n^\dagger\) on the left and \(a_k\) on the right, this is \(A_{lmn}^\dagger A_{ijk}\). Its last term cancels the three-body term of the first product. The remaining terms are one- and two-body products, and applying \(w\) to them gives the formula for \(T_2\).

## Positivity from two squares

First, \(w(O^\dagger)=\overline{w(O)}\). With \(\mathrm{i}\) the imaginary unit, the values of \(w\) on \(1\), \(O^\dagger O\), \((1+O)^\dagger(1+O)\) and \((1+\mathrm{i}O)^\dagger(1+\mathrm{i}O)\) are all real. Expanding the last two shows that \(w(O)+w(O^\dagger)\) and \(\mathrm{i}\,(w(O)-w(O^\dagger))\) are real, which is the claim. It follows that \(T_2\) is Hermitian.

Now let \(I,J\) run over index triples, let \(x\) be a complex vector, and set \(B=\sum_I\overline{x_I}A_I\). Then

\[
\sum_{I,J}\overline{x_I}\,T_2(I,J)\,x_J=w(BB^\dagger)+w(B^\dagger B)\ge0 .
\]

The diagonal element with \(l=i\), \(m=j\), \(n=k\) and \(i\ne j\) gives

\[
\Gamma(kj,kj)+\Gamma(ki,ki)\le\gamma(k,k)+\Gamma(ij,ij).
\]

For three distinct modes with number operators \(n_p=a_p^\dagger a_p\), this reads \(\langle n_kn_j\rangle+\langle n_kn_i\rangle\le\langle n_k\rangle+\langle n_in_j\rangle\).

## The T2 condition in Lean

```lean
import Mathlib

open Matrix
open scoped ComplexOrder

namespace ThreeIndexT2

noncomputable section

variable {ι R : Type*} [DecidableEq ι] [Ring R] [StarRing R] [Algebra ℂ R]

/-- The Kronecker delta of two mode labels. -/
def delta (i j : ι) : ℂ := if i = j then 1 else 0

/-- The canonical anticommutation relations for annihilation operators `a i`, with
creation operators `star (a i)`. -/
structure CAR (a : ι → R) : Prop where
  anti : ∀ i j, a i * a j + a j * a i = 0
  mixed : ∀ i j, a i * star (a j) + star (a j) * a i = delta i j • (1 : R)

/-- A linear functional is positive if `w (x* x) ≥ 0` for every operator `x`. -/
def IsPositive (w : R →ₗ[ℂ] ℂ) : Prop := ∀ x, 0 ≤ w (star x * x)

/-- The one-particle density matrix `γ(p,q) = w (a_p* a_q)`. -/
def rdm1 (w : R →ₗ[ℂ] ℂ) (a : ι → R) (p q : ι) : ℂ := w (star (a p) * a q)

/-- The two-particle density matrix `Γ(pq,rs) = w (a_p* a_q* a_s a_r)`. -/
def rdm2 (w : R →ₗ[ℂ] ℂ) (a : ι → R) (p q r s : ι) : ℂ :=
  w (star (a p) * star (a q) * a s * a r)

/-- The three-index operator `a_i* a_j* a_k`. -/
def triple (a : ι → R) : ι × ι × ι → R
  | (i, j, k) => star (a i) * star (a j) * a k

/-- The matrix `T2(ijk,lmn)` as a function of a one-particle array `γ` and a
two-particle array `Γ`. -/
def t2 (γ : ι → ι → ℂ) (Γ : ι → ι → ι → ι → ℂ) : Matrix (ι × ι × ι) (ι × ι × ι) ℂ :=
  fun (i, j, k) (l, m, n) =>
    delta k n * Γ i j l m + (delta l i * delta m j - delta m i * delta l j) * γ n k
      - delta l i * Γ n j k m + delta m i * Γ n j k l
      + delta l j * Γ n i k m - delta m j * Γ n i k l

/-- Normal ordering in a ring: if the listed pairs anticommute up to the given
contractions, and `v` commutes with the contraction `dtx`, the six-factor terms cancel. -/
theorem normal_order {S : Type*} [Ring S] {x y z u v t dzu dtx dvy dvx dty : S}
    (hzu : z * u + u * z = dzu) (htx : t * x + x * t = dtx) (hvy : v * y + y * v = dvy)
    (hvx : v * x + x * v = dvx) (hty : t * y + y * t = dty) (hc : v * dtx = dtx * v)
    (hxu : x * u + u * x = 0) (hyu : y * u + u * y = 0)
    (hzv : z * v + v * z = 0) (hzt : z * t + t * z = 0) :
    x * y * z * (u * v * t) + u * v * t * (x * y * z) =
      x * y * dzu * v * t + u * dtx * dvy * z - u * dvx * dty * z - u * dtx * y * v * z
        + u * dvx * y * t * z + u * x * v * dty * z - u * x * dvy * t * z := by
  -- the last four terms reorder the three-body product, the `hc` term moves `v` past `dtx`,
  -- and the others contract pairs
  linear_combination (norm := noncomm_ring) x * y * hzu * v * t + u * v * htx * y * z
    + u * hc * y * z + u * dtx * hvy * z - u * v * x * hty * z - u * hvx * dty * z
    + u * hvx * y * t * z - u * x * hvy * t * z
    + hxu * y * v * t * z - x * hyu * v * t * z + x * y * u * v * hzt - x * y * u * hzv * t

/-- For CAR operators, the anticommutator of `a_i* a_j* a_k` with `a_n* a_m a_l` equals
an explicit combination of one- and two-body products. -/
theorem anticommutator_formula {a : ι → R} (h : CAR a) (i j k l m n : ι) :
    star (a i) * star (a j) * a k * (star (a n) * a m * a l)
      + star (a n) * a m * a l * (star (a i) * star (a j) * a k) =
    delta k n • (star (a i) * star (a j) * a m * a l)
      + (delta l i * delta m j - delta m i * delta l j) • (star (a n) * a k)
      - delta l i • (star (a n) * star (a j) * a m * a k)
      + delta m i • (star (a n) * star (a j) * a l * a k)
      + delta l j • (star (a n) * star (a i) * a m * a k)
      - delta m j • (star (a n) * star (a i) * a l * a k) := by
  -- creation operators anticommute as well
  have hs : ∀ p q, star (a p) * star (a q) + star (a q) * star (a p) = 0 := by
    intro p q
    have e := congrArg star (h.anti q p)
    simpa only [star_add, star_mul, star_zero] using e
  have hc : a m * (delta l i • (1 : R)) = (delta l i • (1 : R)) * a m := by
    simp only [mul_smul_comm, smul_mul_assoc, mul_one, one_mul]
  refine (normal_order (h.mixed k n) (h.mixed l i) (h.mixed m j) (h.mixed m i)
    (h.mixed l j) hc (hs i n) (hs j n) (h.anti k m) (h.anti k l)).trans ?_
  simp only [mul_smul_comm, smul_mul_assoc, mul_one]
  module

/-- For CAR operators, the anticommutator lies in the linear span of the products
`a_p* a_q` and `a_p* a_q* a_s a_r`. -/
theorem anticommutator_mem_span {a : ι → R} (h : CAR a) (i j k l m n : ι) :
    star (a i) * star (a j) * a k * (star (a n) * a m * a l)
      + star (a n) * a m * a l * (star (a i) * star (a j) * a k) ∈
    Submodule.span ℂ {x : R | (∃ p q, x = star (a p) * a q) ∨
      ∃ p q r s, x = star (a p) * star (a q) * a s * a r} := by
  rw [anticommutator_formula h]
  have h1 : ∀ p q, star (a p) * a q ∈
      Submodule.span ℂ {x : R | (∃ p q, x = star (a p) * a q) ∨
        ∃ p q r s, x = star (a p) * star (a q) * a s * a r} :=
    fun p q => Submodule.subset_span (Or.inl ⟨p, q, rfl⟩)
  have h2 : ∀ p q s r, star (a p) * star (a q) * a s * a r ∈
      Submodule.span ℂ {x : R | (∃ p q, x = star (a p) * a q) ∨
        ∃ p q r s, x = star (a p) * star (a q) * a s * a r} :=
    fun p q s r => Submodule.subset_span (Or.inr ⟨p, q, r, s, rfl⟩)
  exact Submodule.sub_mem _ (Submodule.add_mem _ (Submodule.add_mem _ (Submodule.sub_mem _
    (Submodule.add_mem _ (Submodule.smul_mem _ _ (h2 _ _ _ _))
      (Submodule.smul_mem _ _ (h1 _ _)))
    (Submodule.smul_mem _ _ (h2 _ _ _ _))) (Submodule.smul_mem _ _ (h2 _ _ _ _)))
    (Submodule.smul_mem _ _ (h2 _ _ _ _))) (Submodule.smul_mem _ _ (h2 _ _ _ _))

/-- For CAR operators, `T2` evaluated on the density matrices of `w` is the matrix of
expectations of the anticommutators of the three-index operators with their adjoints. -/
theorem t2_eq_expectation {a : ι → R} (h : CAR a) (w : R →ₗ[ℂ] ℂ) (I J : ι × ι × ι) :
    t2 (rdm1 w a) (rdm2 w a) I J =
      w (triple a I * star (triple a J) + star (triple a J) * triple a I) := by
  obtain ⟨i, j, k⟩ := I
  obtain ⟨l, m, n⟩ := J
  have hs : star (triple a (l, m, n)) = star (a n) * a m * a l := by
    simp [triple, mul_assoc]
  rw [hs]
  simp only [triple]
  rw [anticommutator_formula h]
  simp only [t2, rdm1, rdm2, map_add, map_sub, map_smul, smul_eq_mul]

/-- A positive functional takes complex-conjugate values on adjoint operators. -/
theorem expectation_star [StarModule ℂ R] {w : R →ₗ[ℂ] ℂ} (hw : IsPositive w) (x : R) :
    w (star x) = star (w x) := by
  have e1 : star (1 + x) * (1 + x) = 1 + x + star x + star x * x := by
    simp only [star_add, star_one]
    noncomm_ring
  have e2 : star (1 + Complex.I • x) * (1 + Complex.I • x) =
      1 + Complex.I • x - Complex.I • star x + star x * x := by
    simp only [star_add, star_one, star_smul, Complex.star_def, Complex.conj_I, add_mul,
      mul_add, one_mul, mul_one, smul_mul_smul_comm, neg_mul, Complex.I_mul_I, neg_neg,
      one_smul, neg_smul]
    module
  -- the expectations of `1`, `x* x` and the two squares above are all real
  have h0 := (Complex.nonneg_iff.mp (hw 1)).2
  have h1 := (Complex.nonneg_iff.mp (hw (1 + x))).2
  have h2 := (Complex.nonneg_iff.mp (hw (1 + Complex.I • x))).2
  have h3 := (Complex.nonneg_iff.mp (hw x)).2
  rw [star_one, one_mul] at h0
  rw [e1] at h1
  rw [e2] at h2
  simp only [map_add, Complex.add_im] at h1
  simp only [map_add, map_sub, map_smul, smul_eq_mul, Complex.add_im, Complex.sub_im,
    Complex.mul_im, Complex.I_re, Complex.I_im] at h2
  apply Complex.ext
  · simp only [Complex.star_def, Complex.conj_re]
    linarith
  · simp only [Complex.star_def, Complex.conj_im]
    linarith

/-- The T2 condition: for finitely many CAR modes and a positive functional `w`, the
matrix `T2` built from its one- and two-particle density matrices is positive semidefinite. -/
theorem t2_posSemidef [StarModule ℂ R] [Fintype ι] {a : ι → R} (h : CAR a)
    {w : R →ₗ[ℂ] ℂ} (hw : IsPositive w) :
    (t2 (rdm1 w a) (rdm2 w a)).PosSemidef := by
  refine Matrix.PosSemidef.of_dotProduct_mulVec_nonneg ?_ fun x => ?_
  · ext I J
    rw [Matrix.conjTranspose_apply, t2_eq_expectation h, t2_eq_expectation h,
      ← expectation_star hw]
    simp only [star_add, star_mul, star_star]
  · -- the quadratic form is the expectation of `B B* + B* B`
    obtain ⟨B, hB⟩ : ∃ B, B = ∑ I, star (x I) • triple a I := ⟨_, rfl⟩
    have hS : star B = ∑ J, x J • star (triple a J) := by
      rw [hB]
      simp only [star_sum, star_smul, star_star]
    have h1 : B * star B =
        ∑ I, ∑ J, (star (x I) * x J) • (triple a I * star (triple a J)) := by
      rw [hS, hB]
      simp only [Finset.sum_mul_sum, smul_mul_smul_comm]
    have h2 : star B * B =
        ∑ I, ∑ J, (star (x I) * x J) • (star (triple a J) * triple a I) := by
      rw [hS, hB, Finset.sum_mul_sum, Finset.sum_comm]
      refine Finset.sum_congr rfl fun I _ => Finset.sum_congr rfl fun J _ => ?_
      rw [smul_mul_smul_comm, mul_comm (x _)]
    have key : star x ⬝ᵥ (t2 (rdm1 w a) (rdm2 w a)) *ᵥ x = w (B * star B) + w (star B * B) := by
      rw [h1, h2]
      simp only [map_sum, map_smul, smul_eq_mul, dotProduct, Matrix.mulVec, Pi.star_apply,
        Finset.mul_sum]
      rw [← Finset.sum_add_distrib]
      refine Finset.sum_congr rfl fun I _ => ?_
      rw [← Finset.sum_add_distrib]
      refine Finset.sum_congr rfl fun J _ => ?_
      rw [t2_eq_expectation h, map_add]
      ring
    have hp := hw (star B)
    rw [star_star] at hp
    rw [key]
    exact add_nonneg hp (hw B)

/-- A triangle inequality for pair occupations: for CAR modes, a positive functional and
`i ≠ j`, one has `⟨n_k n_j⟩ + ⟨n_k n_i⟩ ≤ ⟨n_k⟩ + ⟨n_i n_j⟩`, where the pair terms denote
the normal-ordered diagonal elements of `Γ`. -/
theorem pair_triangle {a : ι → R} (h : CAR a) {w : R →ₗ[ℂ] ℂ} (hw : IsPositive w)
    {i j : ι} (hij : i ≠ j) (k : ι) :
    rdm2 w a k j k j + rdm2 w a k i k i ≤ rdm1 w a k k + rdm2 w a i j i j := by
  have h0 : 0 ≤ t2 (rdm1 w a) (rdm2 w a) (i, j, k) (i, j, k) := by
    have hp := hw (star (triple a (i, j, k)))
    rw [star_star] at hp
    rw [t2_eq_expectation h, map_add]
    exact add_nonneg hp (hw _)
  have e : t2 (rdm1 w a) (rdm2 w a) (i, j, k) (i, j, k) =
      rdm1 w a k k + rdm2 w a i j i j - (rdm2 w a k j k j + rdm2 w a k i k i) := by
    simp only [t2, delta, hij, hij.symm, ↓reduceIte]
    ring
  rw [e] at h0
  exact sub_nonneg.mp h0

/-- Two Jordan–Wigner modes as matrices in the basis `|00⟩, |01⟩, |10⟩, |11⟩`. -/
def jw : Fin 2 → Matrix (Fin 4) (Fin 4) ℂ :=
  ![!![0, 0, 1, 0; 0, 0, 0, 1; 0, 0, 0, 0; 0, 0, 0, 0],
    !![0, 1, 0, 0; 0, 0, 0, 0; 0, 0, 0, -1; 0, 0, 0, 0]]

/-- The expectation value in the basis state `|10⟩`. -/
def expect10 : Matrix (Fin 4) (Fin 4) ℂ →ₗ[ℂ] ℂ where
  toFun X := X 2 2
  map_add' _ _ := rfl
  map_smul' _ _ := rfl

set_option maxHeartbeats 400000 in
/-- The Jordan–Wigner matrices satisfy the CAR, the expectation in `|10⟩` is positive and
normalised, and one diagonal element of its `T2` matrix equals one. -/
theorem t2_witness : CAR jw ∧ IsPositive expect10 ∧ expect10 1 = 1 ∧
    t2 (rdm1 expect10 jw) (rdm2 expect10 jw) (0, 1, 0) (0, 1, 0) = 1 := by
  -- the two creation matrices, written out
  have s0 : star (!![0, 0, 1, 0; 0, 0, 0, 1; 0, 0, 0, 0; 0, 0, 0, 0] :
      Matrix (Fin 4) (Fin 4) ℂ) = !![0, 0, 0, 0; 0, 0, 0, 0; 1, 0, 0, 0; 0, 1, 0, 0] := by
    ext p q
    fin_cases p <;> fin_cases q <;> simp [Matrix.star_apply]
  have s1 : star (!![0, 1, 0, 0; 0, 0, 0, 0; 0, 0, 0, -1; 0, 0, 0, 0] :
      Matrix (Fin 4) (Fin 4) ℂ) = !![0, 0, 0, 0; 1, 0, 0, 0; 0, 0, 0, 0; 0, 0, -1, 0] := by
    ext p q
    fin_cases p <;> fin_cases q <;> simp [Matrix.star_apply]
  have hE : ∀ X, expect10 X = X 2 2 := fun _ => rfl
  refine ⟨⟨fun i j => ?_, fun i j => ?_⟩, fun X => ?_, ?_, ?_⟩
  · ext p q
    fin_cases i <;> fin_cases j <;> fin_cases p <;> fin_cases q <;>
      simp [jw]
  · ext p q
    fin_cases i <;> fin_cases j <;> fin_cases p <;> fin_cases q <;>
      simp [jw, delta, s0, s1]
  · change 0 ≤ (star X * X) 2 2
    rw [Matrix.mul_apply]
    exact Finset.sum_nonneg fun k _ => star_mul_self_nonneg (X k 2)
  · simp [hE]
  · simp [t2, rdm1, rdm2, delta, hE, jw, s0, s1]

end

end ThreeIndexT2
```

```lean
#print axioms ThreeIndexT2.anticommutator_mem_span
#print axioms ThreeIndexT2.t2_posSemidef
#print axioms ThreeIndexT2.pair_triangle
```

```
'ThreeIndexT2.anticommutator_mem_span' depends on axioms: [propext, Classical.choice, Quot.sound]
'ThreeIndexT2.t2_posSemidef' depends on axioms: [propext, Classical.choice, Quot.sound]
'ThreeIndexT2.pair_triangle' depends on axioms: [propext, Classical.choice, Quot.sound]
```

## From the Lean objects to the physics

The operators live in a ring `R` with an adjoint `star` and complex scalars; no Fock space is chosen. The family `a : ι → R` holds the annihilators, `CAR a` states their relations, and `IsPositive w` states positivity. The order on `ℂ` makes `0 ≤ z` mean that `z` is real and non-negative. `StarModule ℂ R`, used for the matrix bound, says that the adjoint conjugates scalars.

`t2` accepts arbitrary arrays, so it can be evaluated on trial data. `t2_eq_expectation` identifies it with the expectations when the arrays are `rdm1 w a` and `rdm2 w a`, and `t2_posSemidef` gives the bound for finitely many modes. The triples are unrestricted: for density matrices of a state, rows with \(i=j\) vanish and exchanging \(i\) and \(j\) changes the sign. A code that stores only \(i<j\) uses a principal submatrix, which is positive semidefinite too.

## What each lemma contributes

- `normal_order` is the cancellation above for six ring elements. `linear_combination` multiplies each anticommutation relation by the factors around it, and `noncomm_ring` checks the sum without commuting operators. Contractions are general ring elements here, so one commutation hypothesis is needed; it holds for multiples of the identity.
- `anticommutator_formula` inserts the CAR, after taking adjoints to show that creators anticommute. `anticommutator_mem_span` then places each term in the span of one- and two-body products.
- `expectation_star` compares real and imaginary parts of the two expanded squares.
- `t2_posSemidef` proves Hermiticity, then rewrites the quadratic form as the two squares with \(B\).
- `pair_triangle` uses one diagonal element directly, so it needs no finite mode set.
- `t2_witness` checks two Jordan–Wigner modes as \(4\times4\) matrices. In \(|10\rangle\), with mode 0 occupied, the element \(T_2(010,010)\) equals 1, so the hypotheses are satisfiable and the matrix is not always zero.

## A necessary condition, not a characterisation

N-representability asks whether given arrays come from an \(N\)-particle state. The theorem supplies a necessary condition only: arrays that pass the T2 test may still belong to no state. Nor does it fix a particle number, so \(N\) and the trace conditions must be imposed separately. It concerns exact complex numbers; a small negative eigenvalue in floating-point output calls for a tolerance chosen from the numerical error.

## Defining T2 by expectations

The matrix could also have been defined as \(w(A_IA_J^\dagger+A_J^\dagger A_I)\). Positivity would then need no anticommutation relations, since the argument with \(B\) works for any finite family of operators. The CAR would enter only in a separate theorem expressing the entries through \(\gamma\) and \(\Gamma\). The definition used here puts the formula that a program evaluates into the statement of the bound itself.
